# Coordinate scaling and the virial relation on a finite uniform grid

A trial orbital has been tabulated on a grid, and it is too wide or too narrow for the potential at hand. For one particle in one dimension in a potential c x^k, with k = 0, 1, 2, …, its energy at every other width follows from two sums already computed for the original table. The orbital is compressed by shrinking the grid spacing and raising the amplitudes, and each part of the energy then changes by a known power of the compression factor.

## How the three sums scale

Let the grid points be x_i = i h, with spacing h > 0 and integer indices i = a, …, b, and let ψ_i be the complex amplitude at x_i. Three sums describe the state:

N = h Σ |ψ_i|², i from a to b

G = Σ |ψ_(i+1) − ψ_i|² / h, i from a to b − 1

M_k = h Σ (i h)^k |ψ_i|², i from a to b

N is the squared norm, G approximates the integral of |ψ′(x)|², and M_k is the k-th position moment without normalisation. For l > 0, a scaling replaces h by h/l and ψ_i by √l ψ_i. The factor l is often written λ. Values l > 1 compress the state towards the origin x = 0.

If the amplitudes sample a function, ψ_i = f(i h), the new ones sample √l f(l x), because the new position of point i is i h/l:

√l f(i h) = √l f(l · (i h/l))

The squared modulus of each amplitude gains a factor l. For any real function v, the position average therefore becomes

(h/l) Σ v(i h/l) · l |ψ_i|² = h Σ v(x_i/l) |ψ_i|²

The choice v(x) = 1 shows that N is preserved. The choice v(x) = x^k gives (x_i/l)^k = l^(−k) x_i^k, so M_k is multiplied by l^(−k). In the gradient sum the amplitudes supply one factor l and the spacing in the denominator another:

Σ l |ψ_(i+1) − ψ_i|² / (h/l) = l² G

## The width of lowest energy

In units with ħ = m = 1, the kinetic energy is G/2 and the potential energy is W = c M_k, both for the unnormalised state. After scaling, the energy is

E(l) = l² G/2 + l^(−k) W

Suppose that E(l) ≥ E(1) for all l > 0. Since l = 1 is an interior point of this range, the derivative vanishes there:

E′(1) = G − k W = 0

Conversely, suppose that G = k W. If k = 0, then G = 0 and E(l) = W for every l. If k > 0, then W = G/k ≥ 0. The inequality log x ≤ x − 1, applied to x = l² and to x = l^(−k), gives

l² ≥ 1 + 2 log l

l^(−k) ≥ 1 − k log l

Multiplying by G/2 and W, which are both nonnegative, and adding, we find

E(l) ≥ G/2 + W + (G − k W) log l = E(1)

So the state already has its best width exactly when G = k W. In terms of the kinetic energy T = G/2 this is 2T = k W, the familiar virial relation. For N > 0 the normalised energies are T/N and W/N; as N doesn't change under scaling, neither the comparison nor the condition is affected by the division.

## Rescaling a tabulated orbital

In a calculation one evaluates G and W once. If k ≥ 1 and both G and W are positive, setting E′(l) = 0 gives the best factor,

l^(k+2) = k W / G

after which the stored spacing is divided by l and the stored amplitudes are multiplied by √l.

Take h = 1, indices −2 to 2, and amplitudes 0, 1, 2, 1, 0. Then N = 1 + 4 + 1 = 6. Each of the four links contributes 1, so G = 4, and M_2 = 1 + 1 = 2. In the potential 16 x² we have W = 32 and E(1) = 2 + 32 = 34. The best factor satisfies l⁴ = 2 · 32/4 = 16, so l = 2.

The new spacing is 1/2 and the new squared amplitudes are 0, 2, 8, 2, 0. Direct summation gives

N = (1/2)(2 + 8 + 2) = 6

G = 4 · 2/(1/2) = 16

M_2 = (1/2)(2/4 + 2/4) = 1/2

These are the old values times 1, 4 and 1/4. The energy is now 8 + 8 = 16, and G = 16 equals k W = 2 · 8. Per unit norm, the energy has dropped from 17/3 to 8/3. The last value lies below the exact ground-state energy in this potential, √8 ≈ 2.83. This doesn't contradict the variational principle, because the grid sums are not the integrals of a continuous wave function, and their energy is not an upper bound. So coarse a grid illustrates only the algebra.

## The grid and its sums in Lean

```lean
import Mathlib

open Finset

namespace CoordinateScaling

noncomputable section
```

A grid consists of its first and last index and a spacing, together with a proof that the spacing is positive.

```lean
/-- A finite uniform grid: the integer indices run from `first` to `last`, and neighbouring
points are a positive distance `h` apart. -/
structure Grid where
  first : ℤ
  last : ℤ
  h : ℝ
  h_pos : 0 < h
```

Negative indices are allowed, so the grid may extend to both sides of the origin. Nothing requires `first ≤ last`: an empty grid has all sums equal to zero, and a grid of one point has no links and hence G = 0. The theorems hold in these cases too.

```lean
/-- The position `i h` of the grid point with index `i`. -/
def Grid.point (g : Grid) (i : ℤ) : ℝ := i * g.h
```

The origin of coordinates is the point with index 0, whether or not it belongs to the grid. It is also the centre of the scaling.

```lean
/-- The grid with the same indices and the spacing `h / l`, for `l > 0`. -/
def Grid.rescale (g : Grid) (l : ℝ) (hl : 0 < l) : Grid :=
  ⟨g.first, g.last, g.h / l, div_pos g.h_pos hl⟩
```

Rescaling returns another `Grid`, so it must supply a proof that h/l is positive. This is why `rescale` takes the argument `hl : 0 < l`.

```lean
/-- The amplitudes multiplied by `√l`. -/
def scale (l : ℝ) (ψ : ℤ → ℂ) : ℤ → ℂ := fun i => (Real.sqrt l : ℂ) * ψ i
```

Amplitudes are functions on all integers, but the sums read only those with indices on the grid. The next three definitions are N, G and the position average of an arbitrary function v.

```lean
/-- The squared norm `h ∑ |ψ_i|²` on the grid. -/
def Grid.normSq (g : Grid) (ψ : ℤ → ℂ) : ℝ :=
  g.h * ∑ i ∈ Icc g.first g.last, ‖ψ i‖ ^ 2

/-- The gradient sum `∑ |ψ_(i+1) - ψ_i|² / h` over the links of the grid. -/
def Grid.gradient (g : Grid) (ψ : ℤ → ℂ) : ℝ :=
  ∑ i ∈ Ico g.first g.last, ‖ψ (i + 1) - ψ i‖ ^ 2 / g.h

/-- The position average `h ∑ v(i h) |ψ_i|²` of a function `v`, without normalisation. -/
def Grid.expect (g : Grid) (v : ℝ → ℝ) (ψ : ℤ → ℂ) : ℝ :=
  g.h * ∑ i ∈ Icc g.first g.last, v (g.point i) * ‖ψ i‖ ^ 2
```

The interval `Icc` includes both end points, while `Ico` omits the last, since a link starts at each point except the final one. Two names need care. `gradient` is a single number, the sum G, and `expect` is not divided by the norm; the quantum-mechanical expectation value is `expect` divided by `normSq` when the latter is nonzero.

The gradient sum contains no links from the end points to amplitudes outside the grid. For a box with hard walls, the wall points belong in the index range with amplitude zero, as in the numerical example. Scaling then moves the walls along with the other points.

```lean
/-- The energy on the grid in the potential `c x^k`: half the gradient sum plus the
position average of the potential. -/
def Grid.energy (g : Grid) (c : ℝ) (k : ℕ) (ψ : ℤ → ℂ) : ℝ :=
  g.gradient ψ / 2 + c * g.expect (fun x => x ^ k) ψ
```

The energy uses ħ = m = 1. The real constant c sets the strength and sign of the potential. The exponent k is a natural number, which excludes the Coulomb case k = −1.

## The scaling laws

The first theorem identifies the rule for the amplitudes with the continuum scaling √l f(l x), evaluated at the points of the new grid.

```lean
/-- If the amplitudes sample a function `f` on the original grid, then for `l > 0` the scaled
amplitudes sample `√l f(l x)` on the rescaled grid. -/
theorem scale_samples (g : Grid) {l : ℝ} (hl : 0 < l) (f : ℝ → ℂ) (i : ℤ) :
    scale l (fun j => f (g.point j)) i =
      (Real.sqrt l : ℂ) * f (l * (g.rescale l hl).point i) := by
  have e : l * (g.rescale l hl).point i = g.point i := by
    simp only [Grid.rescale, Grid.point]
    field_simp
  simp only [scale, e]
```

The auxiliary equation `e` says that l times the new position is the old position. Substituting it makes both sides equal.

```lean
/-- Multiplying an amplitude by `√l`, with `l > 0`, multiplies its squared modulus by `l`. -/
theorem norm_sq_sqrt_mul {l : ℝ} (hl : 0 < l) (z : ℂ) :
    ‖(Real.sqrt l : ℂ) * z‖ ^ 2 = l * ‖z‖ ^ 2 := by
  rw [norm_mul, Complex.norm_real, Real.norm_eq_abs, mul_pow, sq_abs, Real.sq_sqrt hl.le]
```

This lemma is the statement that |√l z|² = l |z|². Both of the following theorems use it.

```lean
/-- For `l > 0`, the average of `v(x)` in the scaled state equals the average of `v(x / l)`
in the original state. -/
theorem expect_rescale (g : Grid) {l : ℝ} (hl : 0 < l) (v : ℝ → ℝ) (ψ : ℤ → ℂ) :
    (g.rescale l hl).expect v (scale l ψ) = g.expect (fun x => v (x / l)) ψ := by
  simp only [Grid.expect, Grid.rescale, Grid.point, scale, norm_sq_sqrt_mul hl, mul_sum]
  refine sum_congr rfl fun i _ => ?_
  have e : (i : ℝ) * (g.h / l) = i * g.h / l := by ring
  rw [e]
  -- the factor l of the density cancels the division of the spacing by l
  have hc : g.h / l * l = g.h := div_mul_cancel₀ _ hl.ne'
  linear_combination (v (i * g.h / l) * ‖ψ i‖ ^ 2) * hc
```

In words, averaging v in the scaled state is the same as averaging v(x/l) in the original one. The function v is arbitrary, with no continuity assumed, because the average is a finite sum. The proof moves the prefactor h into the sum and compares the terms with equal index. The equation `hc` is the cancellation (h/l) · l = h, and `linear_combination` multiplies it by v(x_i/l) |ψ_i|².

```lean
/-- For `l > 0`, coordinate scaling multiplies the gradient sum by `l²`. -/
theorem gradient_rescale (g : Grid) {l : ℝ} (hl : 0 < l) (ψ : ℤ → ℂ) :
    (g.rescale l hl).gradient (scale l ψ) = l ^ 2 * g.gradient ψ := by
  simp only [Grid.gradient, Grid.rescale, scale, ← mul_sub, norm_sq_sqrt_mul hl, mul_sum]
  refine sum_congr rfl fun i _ => ?_
  rw [div_div_eq_mul_div]
  ring
```

Here `← mul_sub` takes the common factor √l out of the difference of neighbouring amplitudes, after which `norm_sq_sqrt_mul` supplies the first factor l. Rewriting the division by h/l brings the second into the numerator.

The main theorem collects the three laws for every grid, every l > 0, every set of complex amplitudes and every natural number k.

```lean
/-- Coordinate scaling on a finite uniform grid: for `l > 0`, the replacement of `h` by `h / l`
and of `ψ_i` by `√l ψ_i` preserves the squared norm, multiplies the gradient sum by `l²`, and
multiplies the `k`-th position moment by `l^(-k)`. -/
theorem coordinate_scaling (g : Grid) {l : ℝ} (hl : 0 < l) (ψ : ℤ → ℂ) (k : ℕ) :
    (g.rescale l hl).normSq (scale l ψ) = g.normSq ψ ∧
    (g.rescale l hl).gradient (scale l ψ) = l ^ 2 * g.gradient ψ ∧
    (g.rescale l hl).expect (fun x => x ^ k) (scale l ψ) =
      (l ^ k)⁻¹ * g.expect (fun x => x ^ k) ψ := by
  refine ⟨?_, gradient_rescale g hl ψ, ?_⟩
  · -- the norm is the average of the constant 1
    have h1 := expect_rescale g hl (fun _ => 1) ψ
    simpa only [Grid.expect, Grid.normSq, one_mul] using h1
  · rw [expect_rescale]
    simp only [Grid.expect, div_pow, mul_sum]
    refine sum_congr rfl fun i _ => ?_
    ring
```

The norm is treated as the average of the constant function 1. For the moment, `div_pow` splits (x_i/l)^k into x_i^k/l^k, the prefactors are moved into the sums, and the terms with equal index agree. The expression `(l ^ k)⁻¹` is l^(−k).

The factor l² is also the exact condition that the non-interacting kinetic energy obeys under uniform scaling of the density in density functional theory; what is shown here is its analogue for a single particle on a one-dimensional grid.

## The virial condition

The minimisation is first stated for two real numbers G and W, without reference to a grid.

```lean
/-- For nonnegative `G`, the function `l² G/2 + l^(-k) W` of `l > 0` is smallest at `l = 1`
exactly when `G = k W`. -/
theorem scaling_minimum_iff (k : ℕ) {G W : ℝ} (hG : 0 ≤ G) :
    (∀ l : ℝ, 0 < l → G / 2 + W ≤ l ^ 2 * (G / 2) + (l ^ k)⁻¹ * W) ↔ G = k * W := by
  constructor
  · intro h
    -- the derivative at l = 1 vanishes at a minimum
    have h1 : HasDerivAt (fun l : ℝ => l ^ 2 * (G / 2)) G 1 :=
      ((hasDerivAt_pow 2 (1 : ℝ)).mul_const (G / 2)).congr_deriv (by
        simp only [one_pow, Nat.cast_ofNat]
        ring)
    have h2 : HasDerivAt (fun l : ℝ => (l ^ k)⁻¹) (-(k : ℝ)) 1 :=
      ((hasDerivAt_pow k (1 : ℝ)).inv (by simp)).congr_deriv (by simp)
    have hd := h1.fun_add (h2.mul_const W)
    have hm : IsLocalMin (fun l : ℝ => l ^ 2 * (G / 2) + (l ^ k)⁻¹ * W) 1 :=
      Filter.Eventually.mono (lt_mem_nhds one_pos) (fun l hl => by
        have := h l hl
        simp only [one_pow, inv_one, one_mul]
        exact this)
    have h0 := hm.hasDerivAt_eq_zero hd
    linarith
  · intro h l hl
    rcases Nat.eq_zero_or_pos k with rfl | hk
    · have h0 : G = 0 := by simpa using h
      simp [h0]
    · have hk' : (0 : ℝ) < k := by exact_mod_cast hk
      have hW : 0 ≤ W := (mul_nonneg_iff_of_pos_left hk').1 (by linarith)
      -- bound both powers of l from below by their logarithms
      have h1 := Real.log_le_sub_one_of_pos (pow_pos hl 2)
      have h2 := Real.log_le_sub_one_of_pos (inv_pos.2 (pow_pos hl k))
      rw [Real.log_pow] at h1
      rw [Real.log_inv, Real.log_pow] at h2
      push_cast at h1
      have h3 := mul_le_mul_of_nonneg_left h1 (by linarith : 0 ≤ G / 2)
      have h4 := mul_le_mul_of_nonneg_left h2 hW
      have h5 : G * Real.log l = k * W * Real.log l := by rw [h]
      nlinarith [h3, h4, h5]
```

The first half of the proof follows the derivative argument. `h1` and `h2` give the derivatives of l² G/2 and l^(−k) at l = 1, namely G and −k, and `hd` combines them. `hm` records that l = 1 is a local minimum, since all numbers close enough to 1 are positive. The derivative there is therefore zero, which is G = k W.

The second half separates k = 0 from k > 0 as above. In the latter case `hW` derives W ≥ 0, the new `h1` and `h2` are the two logarithmic inequalities, and `h3` and `h4` are their products with G/2 and W. By `h5` the logarithms cancel in the sum. The assumption G ≥ 0 enters only in this half.

```lean
/-- Virial theorem on the grid: in the potential `c x^k`, no coordinate scaling with `l > 0`
lowers the energy exactly when the gradient sum equals `k` times the potential energy. -/
theorem virial_iff (g : Grid) (c : ℝ) (k : ℕ) (ψ : ℤ → ℂ) :
    (∀ (l : ℝ) (hl : 0 < l),
      g.energy c k ψ ≤ (g.rescale l hl).energy c k (scale l ψ)) ↔
    g.gradient ψ = k * (c * g.expect (fun x => x ^ k) ψ) := by
  have hG : 0 ≤ g.gradient ψ :=
    sum_nonneg fun i _ => div_nonneg (sq_nonneg _) g.h_pos.le
  -- the energy of the scaled state as a function of l
  have hE : ∀ (l : ℝ) (hl : 0 < l), (g.rescale l hl).energy c k (scale l ψ) =
      l ^ 2 * (g.gradient ψ / 2) + (l ^ k)⁻¹ * (c * g.expect (fun x => x ^ k) ψ) := by
    intro l hl
    obtain ⟨_, h1, h2⟩ := coordinate_scaling g hl ψ k
    unfold Grid.energy
    rw [h1, h2]
    ring
  rw [← scaling_minimum_iff k hG]
  constructor
  · intro h l hl
    have := h l hl
    rw [hE l hl] at this
    exact this
  · intro h l hl
    rw [hE l hl]
    exact h l hl

end

end CoordinateScaling
```

The left side of the equivalence says that no scaled copy of the state, on its own rescaled grid, has a lower energy. The right side is G = k c M_k. The proof obtains G ≥ 0 from the form of the sum, writes the scaled energy as E(l) in `hE` by means of `coordinate_scaling`, and applies `scaling_minimum_iff`.

The virial theorem of quantum mechanics is usually stated for bound eigenstates. `virial_iff` concerns any amplitudes, and compares them only with their own scaled copies. The distinction shows in practice: in a confining potential, a ground state computed at fixed h is stationary against changes of its amplitudes at fixed norm, but not in general against a change of h, so it usually satisfies G = k c M_k only up to errors from the finite spacing and the finite extent of the grid. Passing from these sums to the integrals of a continuous wave function requires a limit of fine and wide grids, which is a separate argument.

```lean
#print axioms CoordinateScaling.scale_samples
#print axioms CoordinateScaling.coordinate_scaling
#print axioms CoordinateScaling.virial_iff
```

```
'CoordinateScaling.scale_samples' depends on axioms: [propext, Classical.choice, Quot.sound]
'CoordinateScaling.coordinate_scaling' depends on axioms: [propext, Classical.choice, Quot.sound]
'CoordinateScaling.virial_iff' depends on axioms: [propext, Classical.choice, Quot.sound]
```
